# Least energies of Gaussian and exponential trial functions in the well |x|

Take a particle in the potential $|x|$, in units with $\hbar = m = 1$, and give it the trial function $\psi(x) = e^{-|x|}$. Its squared norm is $\int e^{-2|x|}\,dx = 1$. Away from the origin $\psi'^2 = \psi^2$, so the kinetic energy $\int \psi'^2/2$ is $1/2$. The potential energy $\int |x|\,e^{-2|x|}\,dx$ is also $1/2$, and the total is $1$.

Now let the width vary by taking $e^{-b|x|}$ with $b > 0$. Per unit norm, the kinetic energy becomes $b^2/2$ and the potential energy $1/(2b)$. The slope of their sum at $b = 1$ is $1 - 1/2 > 0$, so a slightly wider function does better. Widening pays until the growth of the potential energy cancels the saving in kinetic energy.

For a real function $\psi$, write

$$E[\psi] = \frac{\int \left(\psi'^2/2 + |x|\,\psi^2\right)dx}{\int \psi^2\,dx}.$$

This is the energy quotient of $H = -\tfrac12\,d^2/dx^2 + |x|$. For all $a, b > 0$,

$$E[e^{-ax^2}] = \frac a2 + \frac1{\sqrt{2\pi a}}, \qquad E[e^{-b|x|}] = \frac{b^2}2 + \frac1{2b}.$$

The least values are $\tfrac32(2\pi)^{-1/3} \approx 0.813$, attained only at $a = (2\pi)^{-1/3}$, and $\tfrac32\,4^{-1/3} \approx 0.945$, attained only at $b = 2^{-1/3}$. The Gaussian minimum is the lower one.

By the variational principle, which is used here as background and is not part of the Lean development, each of these numbers is an upper bound on the ground-state energy of this one-particle, one-dimensional model.

## The quotients from a few moments

For $c > 0$, twice the half-line integral gives

$$\int e^{-c|x|}dx = \frac2c, \qquad \int |x|e^{-c|x|}dx = \frac2{c^2}, \qquad \int |x|e^{-cx^2}dx = \frac1c.$$

The Gaussian integral is $\int e^{-cx^2}dx = \sqrt{\pi/c}$. The function $x e^{-cx^2}$ vanishes at both ends of the line, so its derivative integrates to zero:

$$0 = \int \left(e^{-cx^2} - 2c\,x^2e^{-cx^2}\right)dx, \qquad\text{hence}\qquad \int x^2e^{-cx^2}dx = \frac{\sqrt{\pi/c}}{2c}.$$

**Exponential.** Squaring the trial function gives $c = 2b$, so the squared norm is $1/b$. Except at $x = 0$, $\psi'^2 = b^2\psi^2$, so the kinetic energy is $\tfrac{b^2}2\cdot\tfrac1b = \tfrac b2$. The potential energy is $2/(2b)^2 = 1/(2b^2)$. Dividing by $1/b$ gives $b^2/2 + 1/(2b)$.

**Gaussian.** Now $c = 2a$, and the squared norm is $N = \sqrt{\pi/(2a)}$. Since $\psi' = -2ax\psi$, the kinetic energy is

$$2a^2\int x^2e^{-2ax^2}dx = 2a^2\cdot\frac{N}{4a} = \frac{aN}2.$$

The potential energy is $1/(2a)$. Because $\sqrt{2\pi a} = 2aN$, dividing by $N$ gives $a/2 + 1/\sqrt{2\pi a}$.

A mistake is easy to make with the exponential. If the kinetic energy is taken as $-\tfrac12\int\psi\psi''$ with $\psi'' = b^2\psi$, valid only away from the origin, the result is $-b/2$. The cusp contributes $-2b\,\delta(x)$ to $\psi''$, which adds $+b$ and restores the correct $b/2$. The form $\int\psi'^2/2$ avoids the problem.

## One cubic identity for both minima

Both quotients have the form $(p + 2u)/2$ with $p, u > 0$ and $pu^2$ independent of the parameter. Write $pu^2 = s^3$ with $s > 0$. Then

$$u^2(p + 2u - 3s) = s^3 + 2u^3 - 3su^2 = (u - s)^2(s + 2u) \ge 0.$$

Hence $p + 2u \ge 3s$, with equality exactly when $u = s$. Given $pu^2 = s^3$, this is the same as $p = s$.

For the Gaussian, $p = a$ and $u = 1/\sqrt{2\pi a}$, so $s^3 = 1/(2\pi)$. The minimum is $\tfrac32(2\pi)^{-1/3}$ at $a = (2\pi)^{-1/3}$. For the exponential, $p = b^2$ and $u = 1/(2b)$, so $s^3 = 1/4$. The minimum is $\tfrac32\,4^{-1/3}$ at $b^2 = 4^{-1/3}$, which means $b = 2^{-1/3}$. Since $4 < 2\pi$ and $y^{-1/3}$ decreases with $y$, the Gaussian minimum is strictly lower.

In a numerical calculation, the same step is the optimisation of a basis-function exponent. At either optimum the kinetic energy per unit norm is $s/2$ and the potential energy is $s$. A program that optimises $a$ or $b$ in this well should therefore return a potential energy twice the kinetic energy. This tests the optimiser and the way the computed energies scale with the parameter, but not their constant factors: if the $1/2$ in the kinetic energy is left out, the optimum moves and the ratio there is still two.

## The energy functional in Lean

```lean
import Mathlib

open Real MeasureTheory Set

namespace LinearWellVariational

noncomputable section
```

A wavefunction is a real function on the line, of type `ℝ → ℝ`, and each integral is taken over all of `ℝ` with Lebesgue measure. The definitions fix $\hbar = m = 1$ and a well of unit slope.

```lean
/-- Kinetic energy integral of a real wavefunction, in units with ħ = m = 1. -/
def kinetic (ψ : ℝ → ℝ) : ℝ := ∫ x, (deriv ψ x) ^ 2 / 2

/-- Potential energy integral of a real wavefunction in the well `|x|`. -/
def potential (ψ : ℝ → ℝ) : ℝ := ∫ x, |x| * ψ x ^ 2

/-- Squared norm of a real wavefunction. -/
def weight (ψ : ℝ → ℝ) : ℝ := ∫ x, ψ x ^ 2

/-- Energy quotient of `H = -(1/2) d²/dx² + |x|`, for wavefunctions of nonzero finite norm
with finite kinetic and potential energy. -/
def energy (ψ : ℝ → ℝ) : ℝ := (kinetic ψ + potential ψ) / weight ψ
```

The trial functions need not be normalised, because `energy` divides by `weight`. Lean gives a divergent integral the value zero, so the quotient has its physical meaning only when the three integrals converge and the norm is nonzero, as they do for both families at positive parameter. The function must also be absolutely continuous on every bounded interval, which means that integrating its derivative recovers its changes in value. Both families satisfy this. A step function does not: its derivative is zero away from the jump, and `kinetic` would assign it no kinetic energy.

```lean
/-- The Gaussian trial function `exp(-a x²)`. -/
def gaussian (a : ℝ) : ℝ → ℝ := fun x => Real.exp (-a * x ^ 2)

/-- The exponential trial function `exp(-b |x|)`. -/
def cusp (b : ℝ) : ℝ → ℝ := fun x => Real.exp (-b * |x|)
```

## Moments as Gamma integrals

The lemma `integral_comp_abs` turns an integral of a function of $|x|$ into twice its half-line integral. The half-line integral is then a power of $c$ times a value of the Gamma function, at 1 or 2.

```lean
/-- The integrals of `exp(-c|x|)` and `|x| exp(-c|x|)` over the line are `2/c` and `2/c²`. -/
theorem exponential_moments {c : ℝ} (hc : 0 < c) :
    ∫ x : ℝ, Real.exp (-c * |x|) = 2 / c ∧
    ∫ x : ℝ, |x| * Real.exp (-c * |x|) = 2 / c ^ 2 := by
  constructor
  · have h := integral_rpow_mul_exp_neg_mul_rpow (p := 1) (q := 0) (b := c)
      (by norm_num) (by norm_num) hc
    simp only [Real.rpow_zero, Real.rpow_one, one_mul] at h
    have e1 : (-(0 + 1) / 1 : ℝ) = -1 := by norm_num
    have e2 : ((0 + 1) / 1 : ℝ) = 1 := by norm_num
    rw [integral_comp_abs (f := fun x => Real.exp (-c * x)), h, e1, e2,
      Real.rpow_neg_one, Real.Gamma_one]
    field_simp
  · have h := integral_rpow_mul_exp_neg_mul_rpow (p := 1) (q := 1) (b := c)
      (by norm_num) (by norm_num) hc
    simp only [Real.rpow_one] at h
    have e1 : (-(1 + 1) / 1 : ℝ) = -2 := by norm_num
    have e2 : ((1 + 1) / 1 : ℝ) = 2 := by norm_num
    rw [integral_comp_abs (f := fun x => x * Real.exp (-c * x)), h, e1, e2,
      Real.rpow_neg hc.le, Real.rpow_two, Real.Gamma_two]
    field_simp
```

The first Gaussian moment follows the same route. The second uses the total derivative from the derivation above: `hd` differentiates $x e^{-cx^2}$, and `hz` says that the derivative integrates to zero. The latter needs both the function and its derivative to be integrable, which replaces the informal remark about vanishing at the ends. The last lines solve for the moment.

```lean
/-- The integrals of `|x| exp(-c x²)` and `x² exp(-c x²)` over the line are `1/c` and
`√(π/c)/(2c)`. -/
theorem gaussian_moments {c : ℝ} (hc : 0 < c) :
    ∫ x : ℝ, |x| * Real.exp (-c * x ^ 2) = 1 / c ∧
    ∫ x : ℝ, x ^ 2 * Real.exp (-c * x ^ 2) = √(π / c) / (2 * c) := by
  constructor
  · have h := integral_rpow_mul_exp_neg_mul_rpow (p := 2) (q := 1) (b := c)
      (by norm_num) (by norm_num) hc
    simp only [Real.rpow_one, Real.rpow_two] at h
    have e1 : (-(1 + 1) / 2 : ℝ) = -1 := by norm_num
    have e2 : ((1 + 1) / 2 : ℝ) = 1 := by norm_num
    have h' := integral_comp_abs (f := fun x => x * Real.exp (-c * x ^ 2))
    simp only [sq_abs] at h'
    rw [h', h, e1, e2, Real.rpow_neg_one, Real.Gamma_one]
    field_simp
  · have h0 := integrable_exp_neg_mul_sq hc
    have h2 : Integrable (fun x : ℝ => x ^ 2 * Real.exp (-c * x ^ 2)) := by
      simpa only [Real.rpow_two] using
        integrable_rpow_mul_exp_neg_mul_sq hc (s := 2) (by norm_num)
    -- the derivative of `x exp(-c x²)` integrates to zero
    have hd : ∀ x : ℝ, HasDerivAt (fun y : ℝ => y * Real.exp (-c * y ^ 2))
        (Real.exp (-c * x ^ 2) - 2 * c * (x ^ 2 * Real.exp (-c * x ^ 2))) x := fun x =>
      ((hasDerivAt_id' x).fun_mul ((hasDerivAt_pow 2 x).const_mul (-c)).exp).congr_deriv
        (by push_cast; ring)
    have hz := integral_eq_zero_of_hasDerivAt_of_integrable hd
      (h0.sub (h2.const_mul (2 * c))) (integrable_mul_exp_neg_mul_sq hc)
    rw [integral_sub h0 (h2.const_mul (2 * c)), integral_const_mul, integral_gaussian] at hz
    rw [eq_div_iff (by positivity)]
    linarith
```

## The two energy formulas

In the Gaussian proof, `hsq` squares the trial function, and `hN`, `hV` and `hT` give the squared norm, the potential energy and the kinetic energy. The identity $\sqrt{2\pi a} = 2aN$ is `hroot`. With the root replaced by a positive number `r`, the remaining algebra is rational.

```lean
/-- The energy quotient of `exp(-a x²)` is `a/2 + (2πa)^(-1/2)`. -/
theorem gaussian_energy {a : ℝ} (ha : 0 < a) :
    energy (gaussian a) = a / 2 + 1 / √(2 * π * a) := by
  have hc : 0 < 2 * a := by positivity
  obtain ⟨m1, m2⟩ := gaussian_moments hc
  have hsq : ∀ x, gaussian a x ^ 2 = Real.exp (-(2 * a) * x ^ 2) := fun x => by
    rw [gaussian, sq, ← Real.exp_add]
    congr 1
    ring
  have hN : weight (gaussian a) = √(π / (2 * a)) := by
    simp only [weight, hsq]
    exact integral_gaussian (2 * a)
  have hV : potential (gaussian a) = 1 / (2 * a) := by
    simp only [potential, hsq]
    exact m1
  have hT : kinetic (gaussian a) = 2 * a ^ 2 * (√(π / (2 * a)) / (2 * (2 * a))) := by
    rw [← m2, ← integral_const_mul, kinetic]
    congr 1
    ext x
    have hd : HasDerivAt (gaussian a) (-2 * a * x * gaussian a x) x :=
      ((hasDerivAt_pow 2 x).const_mul (-a)).exp.congr_deriv
        (by simp only [gaussian]; push_cast; ring)
    rw [hd.deriv, ← hsq]
    ring
  have hroot : √(2 * π * a) = 2 * a * √(π / (2 * a)) := by
    have e : 2 * π * a = (2 * a) ^ 2 * (π / (2 * a)) := by field_simp
    rw [e, Real.sqrt_mul (sq_nonneg _), Real.sqrt_sq hc.le]
  have hr : 0 < √(π / (2 * a)) := by positivity
  rw [energy, hT, hV, hN, hroot]
  generalize √(π / (2 * a)) = r at hr ⊢
  field_simp
```

The exponential proof has the same layout, but its kinetic term must deal with the cusp. The integrands are compared only for almost every $x$, so the origin can be left out. Elsewhere $|x|$ has a derivative `s` equal to $1$ or $-1$, and only $s^2 = 1$ enters. This local `s` is a sign, unrelated to the $s$ of the cubic identity.

```lean
/-- The energy quotient of `exp(-b|x|)` is `b²/2 + 1/(2b)`. -/
theorem cusp_energy {b : ℝ} (hb : 0 < b) :
    energy (cusp b) = b ^ 2 / 2 + 1 / (2 * b) := by
  obtain ⟨m0, m1⟩ := exponential_moments (c := 2 * b) (by positivity)
  have hsq : ∀ x, cusp b x ^ 2 = Real.exp (-(2 * b) * |x|) := fun x => by
    rw [cusp, sq, ← Real.exp_add]
    congr 1
    ring
  have hN : weight (cusp b) = 2 / (2 * b) := by
    simp only [weight, hsq]
    exact m0
  have hV : potential (cusp b) = 2 / (2 * b) ^ 2 := by
    simp only [potential, hsq]
    exact m1
  have hT : kinetic (cusp b) = b ^ 2 / 2 * (2 / (2 * b)) := by
    rw [← m0, ← integral_const_mul, kinetic]
    -- the cusp at the origin has measure zero
    have hne : ∀ᵐ x : ℝ, x ≠ 0 := by simp [ae_iff, measure_singleton]
    apply integral_congr_ae
    filter_upwards [hne] with x hx
    obtain ⟨s, hs, hd⟩ : ∃ s : ℝ, s ^ 2 = 1 ∧ HasDerivAt (fun y : ℝ => |y|) s x := by
      rcases lt_or_gt_of_ne hx with h | h
      · exact ⟨-1, by norm_num, hasDerivAt_abs_neg h⟩
      · exact ⟨1, by norm_num, hasDerivAt_abs_pos h⟩
    have hψ : HasDerivAt (cusp b) (cusp b x * (-b * s)) x := (hd.const_mul (-b)).exp
    rw [hψ.deriv, ← hsq]
    linear_combination (cusp b x ^ 2 * b ^ 2 / 2) * hs
  rw [energy, hT, hV, hN]
  field_simp
```

## Minimisation without calculus

The lemma `balance` states the inequality together with its equality case. Its `key` is the cubic identity. Dividing out the positive factor $u^2$ gives the bound, and the two remaining parts prove the two directions of the equivalence.

```lean
/-- If `p u² = s³` with `u, s > 0`, then `p + 2u` is at least `3s`, with equality exactly
when `p = s`. -/
theorem balance {p u s : ℝ} (hu : 0 < u) (hs : 0 < s) (h : p * u ^ 2 = s ^ 3) :
    3 * s ≤ p + 2 * u ∧ (p + 2 * u = 3 * s ↔ p = s) := by
  have key : u ^ 2 * (p + 2 * u - 3 * s) = (u - s) ^ 2 * (s + 2 * u) := by
    linear_combination h
  refine ⟨?_, fun e => ?_, fun e => ?_⟩
  · have h0 : 0 ≤ u ^ 2 * (p + 2 * u - 3 * s) := by rw [key]; positivity
    linarith [nonneg_of_mul_nonneg_right h0 (by positivity)]
  · have h0 : (u - s) ^ 2 * (s + 2 * u) = 0 := by rw [← key, e]; ring
    have h1 := (mul_eq_zero.1 h0).resolve_right (by positivity)
    have hus : u = s := sub_eq_zero.1 (pow_eq_zero_iff two_ne_zero |>.1 h1)
    rw [hus] at h
    exact mul_right_cancel₀ (pow_ne_zero 2 hs.ne') (by linear_combination h)
  · rw [e] at h
    have h2 : u ^ 2 = s ^ 2 := mul_left_cancel₀ hs.ne' (by linear_combination h)
    have hus : u = s := (pow_left_inj₀ hu.le hs.le two_ne_zero).1 h2
    linarith
```

The powers $-1/3$ are real powers, so a small lemma supplies their cubes.

```lean
/-- The cube of `y^(-1/3)` is `1/y` for positive `y`. -/
theorem cube_root_inv {y : ℝ} (hy : 0 < y) : (y ^ (-(1 / 3) : ℝ)) ^ 3 = 1 / y := by
  have e : (-(1 / 3) : ℝ) * ((3 : ℕ) : ℝ) = -1 := by norm_num
  rw [← Real.rpow_natCast, ← Real.rpow_mul hy.le, e, Real.rpow_neg_one, one_div]
```

Each bound now checks the constant product $pu^2 = s^3$ in `hk`, applies `balance`, and halves the result. The statements hold for every positive parameter and identify the one at which equality occurs.

```lean
/-- Every Gaussian trial energy is at least `(3/2)(2π)^(-1/3)`, with equality exactly at
`a = (2π)^(-1/3)`. -/
theorem gaussian_bound {a : ℝ} (ha : 0 < a) :
    3 / 2 * (2 * π) ^ (-(1 / 3) : ℝ) ≤ energy (gaussian a) ∧
    (energy (gaussian a) = 3 / 2 * (2 * π) ^ (-(1 / 3) : ℝ) ↔
      a = (2 * π) ^ (-(1 / 3) : ℝ)) := by
  have hk : a * (1 / √(2 * π * a)) ^ 2 = ((2 * π) ^ (-(1 / 3) : ℝ)) ^ 3 := by
    rw [cube_root_inv (by positivity), div_pow, Real.sq_sqrt (by positivity)]
    field_simp
  obtain ⟨h1, h2⟩ := balance (by positivity) (by positivity) hk
  rw [gaussian_energy ha, ← h2]
  exact ⟨by linarith, fun h => by linarith, fun h => by linarith⟩
```

For the exponential, `balance` gives the condition $b^2 = 4^{-1/3}$. The steps `h4` and `h5` turn it into $b = 2^{-1/3}$, using $b > 0$.

```lean
/-- Every exponential trial energy is at least `(3/2)4^(-1/3)`, with equality exactly at
`b = 2^(-1/3)`. -/
theorem cusp_bound {b : ℝ} (hb : 0 < b) :
    3 / 2 * (4 : ℝ) ^ (-(1 / 3) : ℝ) ≤ energy (cusp b) ∧
    (energy (cusp b) = 3 / 2 * (4 : ℝ) ^ (-(1 / 3) : ℝ) ↔
      b = (2 : ℝ) ^ (-(1 / 3) : ℝ)) := by
  have hk : b ^ 2 * (1 / (2 * b)) ^ 2 = ((4 : ℝ) ^ (-(1 / 3) : ℝ)) ^ 3 := by
    rw [cube_root_inv (by norm_num)]
    field_simp
    norm_num
  obtain ⟨h1, h2⟩ := balance (by positivity) (by positivity) hk
  have h4 : (4 : ℝ) ^ (-(1 / 3) : ℝ) = ((2 : ℝ) ^ (-(1 / 3) : ℝ)) ^ 2 := by
    rw [show (4 : ℝ) = 2 * 2 by norm_num, Real.mul_rpow (by norm_num) (by norm_num), sq]
  have h5 : b ^ 2 = (4 : ℝ) ^ (-(1 / 3) : ℝ) ↔ b = (2 : ℝ) ^ (-(1 / 3) : ℝ) := by
    rw [h4]
    exact pow_left_inj₀ hb.le (by positivity) two_ne_zero
  rw [cusp_energy hb, ← h5, ← h2]
  exact ⟨by linarith, fun h => by linarith, fun h => by linarith⟩
```

The final theorem collects the minima. The set `(fun a => energy (gaussian a)) '' Ioi 0` contains all Gaussian trial energies with $a > 0$, and `IsLeast` says that the stated number belongs to it and is a lower bound for it. The exponential part reads the same way. Membership comes from the equality cases, the lower bounds from the inequalities, and the strict comparison from $4 < 2\pi$.

```lean
/-- The least Gaussian energy is `(3/2)(2π)^(-1/3)`, the least exponential energy is
`(3/2)4^(-1/3)`, and the Gaussian value is strictly lower. -/
theorem variational_minima :
    IsLeast ((fun a => energy (gaussian a)) '' Ioi 0) (3 / 2 * (2 * π) ^ (-(1 / 3) : ℝ)) ∧
    IsLeast ((fun b => energy (cusp b)) '' Ioi 0) (3 / 2 * (4 : ℝ) ^ (-(1 / 3) : ℝ)) ∧
    3 / 2 * (2 * π) ^ (-(1 / 3) : ℝ) < 3 / 2 * (4 : ℝ) ^ (-(1 / 3) : ℝ) := by
  have ha : 0 < (2 * π) ^ (-(1 / 3) : ℝ) := by positivity
  have hb : 0 < (2 : ℝ) ^ (-(1 / 3) : ℝ) := by positivity
  refine ⟨⟨⟨_, ha, (gaussian_bound ha).2.2 rfl⟩, ?_⟩,
    ⟨⟨_, hb, (cusp_bound hb).2.2 rfl⟩, ?_⟩, ?_⟩
  · rintro _ ⟨a, h, rfl⟩
    exact (gaussian_bound h).1
  · rintro _ ⟨b, h, rfl⟩
    exact (cusp_bound h).1
  · -- the comparison rests on `4 < 2π`
    have h := Real.rpow_lt_rpow_of_neg (x := 4) (y := 2 * π) (z := -(1 / 3))
      (by norm_num) (by linarith [Real.pi_gt_three]) (by norm_num)
    linarith

end

end LinearWellVariational
```

```lean
#print axioms LinearWellVariational.gaussian_bound
-- 'LinearWellVariational.gaussian_bound' depends on axioms: [propext, Classical.choice, Quot.sound]
#print axioms LinearWellVariational.variational_minima
-- 'LinearWellVariational.variational_minima' depends on axioms: [propext, Classical.choice, Quot.sound]
```
